# Central-difference Hessian-vector products err by at most $Lh\|v\|^2/2$ when the Hessian is $L$-Lipschitz

Let $G$ be a gradient map with derivative $H(y)$ at each point $y$, and suppose that $\|H(y)-H(z)\|\le L\|y-z\|$ in operator norm for all $y,z$. Then for every point $x$, direction $v$ and step $h>0$,

$$\left\|\frac{G(x+hv)-G(x-hv)}{2h}-H(x)v\right\|\le \frac{L h\|v\|^2}{2}.$$

In electronic structure, $G$ can be the energy gradient in the nuclear coordinates, and some iterative searches for vibrational modes or saddle points use products $H(x)v$. The bound applies to a model surface whose gradient is differentiable everywhere, with one global constant $L$, which rules out the singularities at coinciding nuclei.

## Space and difference quotient

The coordinates live in a real normed space `E`, for instance $\mathbb R^n$. A second space `F` lets the Taylor estimate below serve for the Hessian as well as for the gradient.

```lean
import Mathlib

open Set

namespace HessianVectorProduct

noncomputable section

variable {E F : Type*} [NormedAddCommGroup E] [NormedSpace ℝ E]
  [NormedAddCommGroup F] [NormedSpace ℝ F]
```

The quotient takes two gradient evaluations and no stored Hessian. In code, one displaces the geometry by $\pm hv$, calls the gradient routine twice, subtracts and divides by $2h$. If $v$ is normalised, $h$ is the length of the displacement.

```lean
/-- The central-difference Hessian-vector product: two gradients at `x ± h v`, subtracted and
divided by `2h`. -/
def centralHVP (G : E → E) (x v : E) (h : ℝ) : E :=
  (2 * h)⁻¹ • (G (x + h • v) - G (x - h • v))
```

To test the bound, take the one-dimensional energy $L|x|^3/6$, whose gradient is $\tfrac L2x|x|$.

```lean
/-- The one-dimensional gradient `(L/2) x |x|`. -/
def kinkGradient (L x : ℝ) : ℝ := L / 2 * (x * |x|)
```

## The error of the linear prediction

By the chain rule, $\frac{d}{dt}G(x+tw)=H(x+tw)w$. In Lean, `H y : E →L[ℝ] F` is a continuous linear map, and `HasFDerivAt G (H y) y` says that it is the derivative of `G` at `y`. Neither symmetry of `H y` nor an underlying energy is assumed.

```lean
/-- Along a straight line `x + t w`, a differentiable map changes at the rate given by its
derivative applied to `w`. -/
theorem hasDerivAt_along_line {G : E → F} {H : E → E →L[ℝ] F}
    (hG : ∀ y, HasFDerivAt G (H y) y) (x w : E) (t : ℝ) :
    HasDerivAt (fun s : ℝ => G (x + s • w)) (H (x + t • w) w) t := by
  have h1 : HasDerivAt (fun s : ℝ => x + s • w) w t := by
    simpa using ((hasDerivAt_id' t).smul_const w).const_add x
  exact (hG (x + t • w)).comp_hasDerivAt t h1
```

Let $r(t)=G(x+tw)-G(x)-tH(x)w$. Then $r(0)=0$ and, for $0\le t\le1$,

$$\|r'(t)\|=\|(H(x+tw)-H(x))w\|\le L\|w\|^2t=\frac{d}{dt}\frac{L\|w\|^2t^2}{2}.$$

Hence $\|r(1)\|\le L\|w\|^2/2$. The proof compares the two derivatives through a mean-value inequality, `image_norm_le_of_norm_deriv_right_le_deriv_boundary`, instead of integrating; the `calc` block is the displayed estimate.

```lean
/-- If the derivative is `L`-Lipschitz, the linear prediction for a displacement `w` is wrong
by at most `L ‖w‖² / 2`. -/
theorem linear_prediction_error {G : E → F} {H : E → E →L[ℝ] F} {L : ℝ}
    (hG : ∀ y, HasFDerivAt G (H y) y) (hL : ∀ y z, ‖H y - H z‖ ≤ L * ‖y - z‖) (x w : E) :
    ‖G (x + w) - G x - H x w‖ ≤ L / 2 * ‖w‖ ^ 2 := by
  have hd : ∀ t : ℝ, HasDerivAt (fun s : ℝ => G (x + s • w) - G x - s • H x w)
      (H (x + t • w) w - H x w) t := by
    intro t
    have h3 : HasDerivAt (fun s : ℝ => s • H x w) (H x w) t := by
      simpa using (hasDerivAt_id' t).smul_const (H x w)
    exact ((hasDerivAt_along_line hG x w t).sub_const (G x)).fun_sub h3
  have hB : ∀ t : ℝ, HasDerivAt (fun s : ℝ => L / 2 * ‖w‖ ^ 2 * (s * s))
      (L * ‖w‖ ^ 2 * t) t := fun t =>
    (((hasDerivAt_id' t).fun_mul (hasDerivAt_id' t)).const_mul _).congr_deriv (by ring)
  -- the remainder grows no faster than the quadratic bound
  have key := image_norm_le_of_norm_deriv_right_le_deriv_boundary (a := 0) (b := 1)
    (fun t _ => (hd t).continuousAt.continuousWithinAt)
    (fun t _ => (hd t).hasDerivWithinAt) (by simp) hB
    (by
      intro t ht
      calc ‖H (x + t • w) w - H x w‖ = ‖(H (x + t • w) - H x) w‖ := rfl
        _ ≤ ‖H (x + t • w) - H x‖ * ‖w‖ := ContinuousLinearMap.le_opNorm _ _
        _ ≤ L * ‖x + t • w - x‖ * ‖w‖ := by gcongr; exact hL _ _
        _ = L * ‖w‖ ^ 2 * t := by
          rw [add_sub_cancel_left, norm_smul, Real.norm_of_nonneg ht.1]; ring)
    (right_mem_Icc.mpr zero_le_one)
  simpa using key
```

## From two predictions to the quotient

If $\|a-2hu\|\le2hC$, dividing by $2h>0$ gives $\|a/(2h)-u\|\le C$.

```lean
/-- An error bound `2 h C` on the gradient difference becomes an error bound `C` after
division by `2h`. -/
theorem error_after_division {h C : ℝ} (hh : 0 < h) (a u : E)
    (hC : ‖a - (2 * h) • u‖ ≤ 2 * h * C) : ‖(2 * h)⁻¹ • a - u‖ ≤ C := by
  have h2 : 0 < 2 * h := by positivity
  have e : (2 * h)⁻¹ • a - u = (2 * h)⁻¹ • (a - (2 * h) • u) := by
    rw [smul_sub, inv_smul_smul₀ h2.ne']
  rw [e, norm_smul, Real.norm_of_nonneg (inv_pos.mpr h2).le, inv_mul_le_iff₀ h2]
  exact hC
```

Write $r_\pm=G(x\pm hv)-G(x)\mp hH(x)v$. Each has norm at most $Lh^2\|v\|^2/2$, and

$$G(x+hv)-G(x-hv)-2hH(x)v=r_+-r_-.$$

The right side has norm at most $Lh^2\|v\|^2$, and division by $2h$ gives the claim. In the proof `p` and `m` are the two estimates, and `module` checks the identity.

```lean
/-- For a gradient map with `L`-Lipschitz Hessian, the central-difference Hessian-vector
product differs from the exact one by at most `L h ‖v‖² / 2`. -/
theorem centralHVP_error {G : E → E} {H : E → E →L[ℝ] E} {L h : ℝ}
    (hG : ∀ y, HasFDerivAt G (H y) y) (hL : ∀ y z, ‖H y - H z‖ ≤ L * ‖y - z‖)
    (hh : 0 < h) (x v : E) :
    ‖centralHVP G x v h - H x v‖ ≤ L * h * ‖v‖ ^ 2 / 2 := by
  apply error_after_division hh
  -- linear predictions for the forward and the backward displacement
  have p := linear_prediction_error hG hL x (h • v)
  have m := linear_prediction_error hG hL x (-(h • v))
  rw [map_smul] at p
  rw [map_neg, map_smul, norm_neg (h • v), ← sub_eq_add_neg] at m
  have e : G (x + h • v) - G (x - h • v) - (2 * h) • H x v
      = (G (x + h • v) - G x - h • H x v) - (G (x - h • v) - G x - -(h • H x v)) := by
    module
  have hn : ‖h • v‖ = h * ‖v‖ := by rw [norm_smul, Real.norm_of_nonneg hh.le]
  rw [hn] at p m
  rw [e]
  refine (norm_sub_le _ _).trans ((add_le_add p m).trans (le_of_eq ?_))
  ring
```

## A gradient that attains the bound

For $G(x)=\tfrac L2x|x|$ with $L\ge0$, the derivative is $L|x|$, and $\big|L|y|-L|z|\big|\le L|y-z|$. At the origin the exact product is zero, while

$$\frac{G(hv)-G(-hv)}{2h}=\frac{Lh\,v|v|}{2},$$

whose absolute value is the bound. The constant $1/2$ therefore can't be lowered under the Lipschitz hypothesis alone. The proof differentiates on each side of the kink and extends the derivative to zero by continuity.

```lean
/-- For `L ≥ 0`, the gradient `(L/2) x |x|` has the `L`-Lipschitz derivative `L |x|`, and at the
origin its central-difference error equals `L h ‖v‖² / 2` for every direction `v` and every step `h
> 0`. -/
theorem centralHVP_error_sharp {L h : ℝ} (hL : 0 ≤ L) (hh : 0 < h) (v : ℝ) :
    (∀ y, HasDerivAt (kinkGradient L) (L * |y|) y) ∧
    (∀ y z : ℝ, ‖L * |y| - L * |z|‖ ≤ L * ‖y - z‖) ∧
    ‖centralHVP (kinkGradient L) 0 v h - L * |(0 : ℝ)| * v‖ = L * h * ‖v‖ ^ 2 / 2 := by
  refine ⟨?_, ?_, ?_⟩
  · -- differentiate away from the kink, then extend by continuity
    have hne : ∀ y : ℝ, y ≠ 0 → HasDerivAt (kinkGradient L) (L * |y|) y := by
      intro y hy
      rcases lt_or_gt_of_ne hy with hy | hy
      · exact (((hasDerivAt_id' y).fun_mul (hasDerivAt_abs_neg hy)).const_mul
          (L / 2)).congr_deriv (by rw [abs_of_neg hy]; ring)
      · exact (((hasDerivAt_id' y).fun_mul (hasDerivAt_abs_pos hy)).const_mul
          (L / 2)).congr_deriv (by rw [abs_of_pos hy]; ring)
    have c1 : Continuous (kinkGradient L) :=
      continuous_const.mul (continuous_id.mul continuous_abs)
    have c2 : Continuous (fun y : ℝ => L * |y|) := continuous_const.mul continuous_abs
    exact hasDerivAt_of_hasDerivAt_of_ne' hne c1.continuousAt c2.continuousAt
  · intro y z
    rw [← mul_sub, norm_mul, Real.norm_of_nonneg hL]
    exact mul_le_mul_of_nonneg_left
      (by simpa only [Real.norm_eq_abs] using abs_norm_sub_norm_le y z) hL
  · have e : centralHVP (kinkGradient L) 0 v h = L * h * (v * |v|) / 2 := by
      simp only [centralHVP, kinkGradient, smul_eq_mul, zero_add, zero_sub, abs_neg, abs_mul,
        abs_of_pos hh]
      field_simp
      ring
    rw [e, abs_zero, mul_zero, zero_mul, sub_zero, Real.norm_eq_abs, Real.norm_eq_abs,
      abs_div, abs_mul, abs_mul, abs_mul, abs_abs, abs_of_nonneg hL, abs_of_pos hh,
      abs_of_pos (two_pos : (0 : ℝ) < 2)]
    ring
```

## Second order on smoother surfaces

Now let $H$ have a derivative $K$ with $\|K(y)-K(z)\|\le M\|y-z\|$. Put $D(t)=G(x+tv)-G(x-tv)-2tH(x)v$, so that $D(0)=0$ and

$$D'(t)=\big(H(x+tv)+H(x-tv)-2H(x)\big)v.$$

The linear prediction applied to $H$ at $\pm tv$ cancels the terms $\pm K(x)(tv)$ and leaves $\|D'(t)\|\le Mt^2\|v\|^3$. Comparison with a cubic gives $\|D(h)\|\le Mh^3\|v\|^3/3$, and division by $2h$ gives $Mh^2\|v\|^3/6$. In the limiting case $M=0$, which includes every cubic polynomial energy, the quotient is exact for every step.

```lean
/-- If the Hessian is itself differentiable with `M`-Lipschitz derivative, the
central-difference error is at most `M h² ‖v‖³ / 6`. -/
theorem centralHVP_error_second_order {G : E → E} {H : E → E →L[ℝ] E}
    {K : E → E →L[ℝ] (E →L[ℝ] E)} {M h : ℝ}
    (hG : ∀ y, HasFDerivAt G (H y) y) (hH : ∀ y, HasFDerivAt H (K y) y)
    (hM : ∀ y z, ‖K y - K z‖ ≤ M * ‖y - z‖) (hh : 0 < h) (x v : E) :
    ‖centralHVP G x v h - H x v‖ ≤ M * h ^ 2 * ‖v‖ ^ 3 / 6 := by
  apply error_after_division hh
  have hd : ∀ t : ℝ, HasDerivAt
      (fun s : ℝ => G (x + s • v) - G (x - s • v) - s • ((2 : ℝ) • H x v))
      ((H (x + t • v) + H (x - t • v) - (2 : ℝ) • H x) v) t := by
    intro t
    have h2 : HasDerivAt (fun s : ℝ => G (x - s • v)) (-(H (x - t • v) v)) t := by
      simpa only [smul_neg, ← sub_eq_add_neg, map_neg] using hasDerivAt_along_line hG x (-v) t
    have h3 : HasDerivAt (fun s : ℝ => s • ((2 : ℝ) • H x v)) ((2 : ℝ) • H x v) t := by
      simpa only [one_smul] using (hasDerivAt_id' t).smul_const ((2 : ℝ) • H x v)
    refine (((hasDerivAt_along_line hG x v t).fun_sub h2).fun_sub h3).congr_deriv ?_
    rw [sub_neg_eq_add]
    rfl
  have hB : ∀ t : ℝ, HasDerivAt (fun s : ℝ => M * ‖v‖ ^ 3 / 3 * (s * s * s))
      (M * ‖v‖ ^ 3 * t ^ 2) t := fun t =>
    ((((hasDerivAt_id' t).fun_mul (hasDerivAt_id' t)).fun_mul
      (hasDerivAt_id' t)).const_mul _).congr_deriv (by ring)
  have key := image_norm_le_of_norm_deriv_right_le_deriv_boundary (a := 0) (b := h)
    (fun t _ => (hd t).continuousAt.continuousWithinAt)
    (fun t _ => (hd t).hasDerivWithinAt) (by simp) hB
    (by
      intro t ht
      -- the terms linear in the displacement cancel between the two sides
      have p := linear_prediction_error hH hM x (t • v)
      have m := linear_prediction_error hH hM x (-(t • v))
      rw [map_neg, norm_neg (t • v), ← sub_eq_add_neg] at m
      have e : H (x + t • v) + H (x - t • v) - (2 : ℝ) • H x
          = (H (x + t • v) - H x - K x (t • v)) + (H (x - t • v) - H x - -(K x (t • v))) := by
        module
      have hn : ‖t • v‖ = t * ‖v‖ := by rw [norm_smul, Real.norm_of_nonneg ht.1]
      rw [hn] at p m
      have b : ‖H (x + t • v) + H (x - t • v) - (2 : ℝ) • H x‖ ≤ M * (t * ‖v‖) ^ 2 := by
        rw [e]
        exact (norm_add_le _ _).trans ((add_le_add p m).trans (le_of_eq (by ring)))
      refine (ContinuousLinearMap.le_opNorm _ _).trans
        ((mul_le_mul_of_nonneg_right b (norm_nonneg v)).trans (le_of_eq ?_))
      ring)
    (right_mem_Icc.mpr hh.le)
  have e2 : (2 * h) • H x v = h • ((2 : ℝ) • H x v) := by module
  rw [e2]
  exact key.trans (le_of_eq (by ring))
```

## Noisy gradients

A computed gradient $G_c$ carries an error, for example from an incompletely converged self-consistent field. If $\|G_c(y)-G(y)\|\le\varepsilon$ everywhere, the two errors add at most $2\varepsilon/(2h)=\varepsilon/h$ to the quotient. If the exact Hessian is $L$-Lipschitz, the triangle inequality then gives the total bound $Lh\|v\|^2/2+\varepsilon/h$.

```lean
/-- If every computed gradient `Gc` is within `ε` of the exact one, the central-difference
error is at most `L h ‖v‖² / 2 + ε / h`. -/
theorem centralHVP_error_noisy {G Gc : E → E} {H : E → E →L[ℝ] E} {L h ε : ℝ}
    (hG : ∀ y, HasFDerivAt G (H y) y) (hL : ∀ y z, ‖H y - H z‖ ≤ L * ‖y - z‖)
    (hε : ∀ y, ‖Gc y - G y‖ ≤ ε) (hh : 0 < h) (x v : E) :
    ‖centralHVP Gc x v h - H x v‖ ≤ L * h * ‖v‖ ^ 2 / 2 + ε / h := by
  -- the noise alone contributes at most 2ε / (2h)
  have n : ‖centralHVP Gc x v h - centralHVP G x v h‖ ≤ ε / h := by
    apply error_after_division hh
    have e : Gc (x + h • v) - Gc (x - h • v) - (2 * h) • centralHVP G x v h
        = (Gc (x + h • v) - G (x + h • v)) - (Gc (x - h • v) - G (x - h • v)) := by
      rw [centralHVP, smul_inv_smul₀ (by positivity : 2 * h ≠ 0)]
      abel
    have e2 : 2 * h * (ε / h) = ε + ε := by
      rw [mul_assoc, mul_div_cancel₀ ε hh.ne']
      ring
    rw [e, e2]
    exact (norm_sub_le _ _).trans (add_le_add (hε _) (hε _))
  have t := norm_sub_le_norm_sub_add_norm_sub
    (centralHVP Gc x v h) (centralHVP G x v h) (H x v)
  linarith [centralHVP_error hG hL hh x v]

end

end HessianVectorProduct
```

For positive $L$, $\varepsilon$ and $\|v\|$, elementary calculus puts the minimum of this bound at $h=\sqrt{2\varepsilon/L}\,/\|v\|$. On the smoother surfaces above, the same argument gives the bound $Mh^2\|v\|^3/6+\varepsilon/h$, which for $M>0$ is smallest at $h=(3\varepsilon/M)^{1/3}/\|v\|$. For small $\varepsilon$ this step is the longer of the two. In both cases tighter gradient convergence permits a shorter step.

```lean
#print axioms HessianVectorProduct.centralHVP_error
#print axioms HessianVectorProduct.centralHVP_error_sharp
#print axioms HessianVectorProduct.centralHVP_error_second_order
#print axioms HessianVectorProduct.centralHVP_error_noisy
```

```
'HessianVectorProduct.centralHVP_error' depends on axioms: [propext, Classical.choice, Quot.sound]
'HessianVectorProduct.centralHVP_error_sharp' depends on axioms: [propext, Classical.choice, Quot.sound]
'HessianVectorProduct.centralHVP_error_second_order' depends on axioms: [propext, Classical.choice, Quot.sound]
'HessianVectorProduct.centralHVP_error_noisy' depends on axioms: [propext, Classical.choice, Quot.sound]
```
